# Two-Sided Padé Bounds on the Imaginary-Frequency Polarizability of a Finite, Positive Spectrum

**Q:** Your formal statement replaces the atom by a finite list of positive numbers. There is no Hamiltonian and no dipole operator. Why should I call the result a polarizability?

**A:** Because the list is what the sum over states leaves behind. For a ground state, transition $i$ has a frequency $w_i>0$ and an oscillator strength $f_i>0$. In atomic units the dipole polarizability at real frequency $\omega$ is $\sum_i f_i/(w_i^2-\omega^2)$. Setting $\omega=iu$ with $u$ real gives

$$a(u)=\sum_i\frac{f_i}{w_i^2+u^2}.$$

The file takes this formula as its definition and does not derive it from perturbation theory. With the Cauchy moments $m_k=\sum_i f_i/w_i^{2k+2}$, of which $m_0$ is the static polarizability, the bounds for every real $u$ are

$$\frac{m_0^2}{m_0+m_1u^2}\;\le\; a(u)\;\le\; m_0-\frac{u^2m_1^2}{m_1+m_2u^2}.$$

**Q:** The Cauchy series in $u^2$ diverges once $u$ exceeds the lowest transition frequency. How can its coefficients bound $a(u)$ at every $u$?

**A:** The series is never summed to infinity. It is cut after $n$ terms, and the exact remainder is kept. Define

$$R_k=\sum_i \frac{f_i}{w_i^{2k}(w_i^2+u^2)},\qquad R_0=a(u).$$

For each transition,

$$\frac1{w_i^2+u^2}=\frac1{w_i^2}-\frac{u^2}{w_i^2(w_i^2+u^2)}.$$

Multiplying by $f_i/w_i^{2k}$ and summing gives $R_k=m_k-u^2R_{k+1}$. Applying this $n$ times, starting from $R_0$, yields

$$a(u)=\sum_{j=0}^{n-1}(-u^2)^j m_j+(-u^2)^nR_n .$$

This is an identity at every $u$, so convergence plays no role.

**Q:** You still need to estimate $R_n$ from moments alone.

**A:** A variational argument does that. Write $p_i=f_i/\big(w_i^{2n}(w_i^2+u^2)\big)$ and $x_i=1+u^2/w_i^2$. Then $\sum_i p_i=R_n$. Since $w_i^2+u^2=w_i^2x_i$, we also have

$$\sum_i p_ix_i=m_n,\qquad \sum_i p_ix_i^2=m_n+m_{n+1}u^2=:D_n.$$

For any real trial number $c$, let $\Delta_n(c)=\sum_i p_i(1-cx_i)^2\ge0$. Expanding the square gives

$$R_n=2c\,m_n-c^2D_n+\Delta_n(c).$$

The quadratic part is largest at $c_n=m_n/D_n$, where it equals $m_n^2/D_n$. Put that value in place of $R_n$ and call the result $P_n(u)$:

$$P_n(u)=\sum_{j=0}^{n-1}(-u^2)^jm_j+(-u^2)^n\frac{m_n^2}{D_n},\qquad a(u)-P_n(u)=(-u^2)^n\Delta_n(c_n).$$

The error is nonnegative for even $n$ and nonpositive for odd $n$. The two bounds above are $P_0$ and $P_1$.

**Q:** Now show me that the Lean objects are these quantities.

**A:** The transitions are labelled by a finite type `ι`, and `f` and `w` are real functions on it.

```lean
import Mathlib

open Finset

namespace ImaginaryFrequencyPade

noncomputable section

variable {ι : Type*} [Fintype ι]
```

The moment $m_k$ is `moment f w k`. Its exponent starts at 2, so index 0 is the static polarizability and not the total oscillator strength.

```lean
/-- The Cauchy moment `m_k = ∑ f_i / w_i^(2k+2)` of oscillator strengths `f` at transition
frequencies `w`. -/
def moment (f w : ι → ℝ) (k : ℕ) : ℝ := ∑ i, f i / w i ^ (2 * k + 2)
```

The response is a real function of the real variable $u$:

```lean
/-- The dipole polarizability at imaginary frequency `iu`. -/
def polarizability (f w : ι → ℝ) (u : ℝ) : ℝ := ∑ i, f i / (w i ^ 2 + u ^ 2)
```

The remainder $R_k$ follows, with $R_0=a(u)$:

```lean
/-- The polarizability sum with each transition weighted by a further factor `1 / w_i^(2k)`. -/
def remainder (f w : ι → ℝ) (k : ℕ) (u : ℝ) : ℝ :=
  ∑ i, f i / (w i ^ (2 * k) * (w i ^ 2 + u ^ 2))
```

The sum of squares $\Delta_k(c)$ is called `defect`:

```lean
/-- The weighted sum of squared deviations of `c (1 + u²/w_i²)` from one. -/
def defect (f w : ι → ℝ) (k : ℕ) (u c : ℝ) : ℝ :=
  ∑ i, f i / (w i ^ (2 * k) * (w i ^ 2 + u ^ 2)) * (1 - c * (1 + u ^ 2 / w i ^ 2)) ^ 2
```

The best trial number $c_k$ is `optimal`:

```lean
/-- The number `m_k / (m_k + m_(k+1) u²)`. -/
def optimal (f w : ι → ℝ) (k : ℕ) (u : ℝ) : ℝ :=
  moment f w k / (moment f w k + moment f w (k + 1) * u ^ 2)
```

Finally, `pade f w n u` is $P_n(u)$. In Lean `-u ^ 2` means $-(u^2)$, so the signs alternate as they do by hand.

```lean
/-- The Cauchy series in `-u²` cut after `n` terms and closed by a rational term built from
the next two moments. -/
def pade (f w : ι → ℝ) (n : ℕ) (u : ℝ) : ℝ :=
  ∑ j ∈ range n, (-u ^ 2) ^ j * moment f w j +
    (-u ^ 2) ^ n * (moment f w n ^ 2 / (moment f w n + moment f w (n + 1) * u ^ 2))
```

**Q:** "Padé" usually suggests a whole table of rational functions.

**A:** Here it means one row of it. The denominator of $P_n$ is linear in $u^2$ at every order, and only the polynomial part grows. Nor do the theorems say that the bounds tighten as $n$ increases; at large $u$ they generally get worse.

**Q:** Which hypotheses carry the physics?

**A:** There are three. `hf` says that every strength is positive, as for absorption from a ground state; an excited state with dipole-allowed downward transitions has negative strengths and is excluded. Forbidden transitions are simply left off the list. `hw` says that every frequency is positive, so there is no zero-energy excitation. `Nonempty ι` requires at least one transition. Together they make the moments, and hence the denominators $D_n$, positive:

```lean
variable {f w : ι → ℝ}

/-- All Cauchy moments of a positive spectrum are positive. -/
theorem moment_pos [Nonempty ι] (hf : ∀ i, 0 < f i) (hw : ∀ i, 0 < w i) (k : ℕ) :
    0 < moment f w k :=
  Finset.sum_pos (fun i _ => div_pos (hf i) (pow_pos (hw i) _)) Finset.univ_nonempty
```

**Q:** Take me through the proof, then. Where is the expansion?

**A:** It is an induction on $n$. The inner statement `step` is $R_n=m_n-u^2R_{n+1}$, proved transition by transition: `field_simp` clears the denominators once they are known to be nonzero. The induction step then inserts it into the previous expansion.

```lean
/-- The polarizability equals its Cauchy series cut after `n` terms plus an explicit
remainder. -/
theorem cauchy_expansion (hw : ∀ i, 0 < w i) (n : ℕ) (u : ℝ) :
    polarizability f w u =
      ∑ j ∈ range n, (-u ^ 2) ^ j * moment f w j + (-u ^ 2) ^ n * remainder f w n u := by
  induction n with
  | zero => simp [polarizability, remainder]
  | succ n ih =>
    -- one more term of the geometric series is split off from every transition
    have step : remainder f w n u = moment f w n - u ^ 2 * remainder f w (n + 1) u := by
      unfold remainder moment
      rw [Finset.mul_sum, ← Finset.sum_sub_distrib]
      refine Finset.sum_congr rfl fun i _ => ?_
      have h0 : w i ≠ 0 := (hw i).ne'
      have h1 : w i ^ 2 + u ^ 2 ≠ 0 := by have := hw i; positivity
      have h2 : w i ^ (2 * n) ≠ 0 := pow_ne_zero _ h0
      have e1 : w i ^ (2 * n + 2) = w i ^ (2 * n) * w i ^ 2 := by ring
      have e2 : w i ^ (2 * (n + 1)) = w i ^ (2 * n) * w i ^ 2 := by ring
      rw [e1, e2]
      generalize w i ^ (2 * n) = q at *
      field_simp
      try ring
    rw [ih, Finset.sum_range_succ, step]
    ring
```

The variational identity is also checked term by term. It holds for every `c`, and it needs no sign condition on the strengths.

```lean
/-- For every trial number `c` the remainder is a quadratic expression in `c`, built from two
moments, plus the weighted sum of squares. -/
theorem remainder_variational (hw : ∀ i, 0 < w i) (k : ℕ) (u c : ℝ) :
    remainder f w k u = 2 * c * moment f w k
      - c ^ 2 * (moment f w k + moment f w (k + 1) * u ^ 2) + defect f w k u c := by
  unfold remainder moment defect
  rw [Finset.sum_mul, ← Finset.sum_add_distrib, Finset.mul_sum, Finset.mul_sum,
    ← Finset.sum_sub_distrib, ← Finset.sum_add_distrib]
  refine Finset.sum_congr rfl fun i _ => ?_
  have h0 : w i ≠ 0 := (hw i).ne'
  have h1 : w i ^ 2 + u ^ 2 ≠ 0 := by have := hw i; positivity
  have h2 : w i ^ (2 * k) ≠ 0 := pow_ne_zero _ h0
  have e1 : w i ^ (2 * k + 2) = w i ^ (2 * k) * w i ^ 2 := by ring
  have e2 : w i ^ (2 * (k + 1) + 2) = w i ^ (2 * k) * w i ^ 4 := by ring
  rw [e1, e2]
  generalize w i ^ (2 * k) = q at *
  field_simp
  try ring
```

**Q:** And the choice of $c_n$? I see no derivative being set to zero.

**A:** None is needed. The proof inserts $c_n$ and uses $c_nD_n=m_n$, which is `hc`. The quadratic part then collapses to $c_nm_n=m_n^2/D_n$, and `linear_combination` finishes the algebra. What remains is the exact error.

```lean
/-- The exact error of the approximant of order `n` is `(-u²)^n` times a weighted sum of
squares. -/
theorem pade_error [Nonempty ι] (hf : ∀ i, 0 < f i) (hw : ∀ i, 0 < w i) (n : ℕ) (u : ℝ) :
    polarizability f w u - pade f w n u =
      (-u ^ 2) ^ n * defect f w n u (optimal f w n u) := by
  have hM := moment_pos hf hw n
  have hN := moment_pos hf hw (n + 1)
  have hD : moment f w n + moment f w (n + 1) * u ^ 2 ≠ 0 := by positivity
  rw [cauchy_expansion hw n u, remainder_variational hw n u (optimal f w n u)]
  unfold pade
  -- at the optimal trial number the quadratic expression is the rational closing term
  have hc : optimal f w n u * (moment f w n + moment f w (n + 1) * u ^ 2) = moment f w n :=
    div_mul_cancel₀ _ hD
  have hq : moment f w n ^ 2 / (moment f w n + moment f w (n + 1) * u ^ 2)
      = optimal f w n u * moment f w n := by
    unfold optimal
    rw [sq, mul_div_right_comm]
  rw [hq]
  linear_combination (-(-u ^ 2) ^ n * optimal f w n u) * hc
```

The bounds at every order now need only signs. `hdef` says that the defect is nonnegative, while `he` and `ho` give the signs of the even and odd powers of $-u^2$.

```lean
/-- Approximants of even order never exceed the imaginary-frequency polarizability, and those of odd
order are never less than it. -/
theorem pade_bounds [Nonempty ι] (hf : ∀ i, 0 < f i) (hw : ∀ i, 0 < w i) (n : ℕ) (u : ℝ) :
    pade f w (2 * n) u ≤ polarizability f w u ∧
      polarizability f w u ≤ pade f w (2 * n + 1) u := by
  have hdef : ∀ k c, 0 ≤ defect f w k u c := fun k c =>
    Finset.sum_nonneg fun i _ => by
      have := hf i
      have := hw i
      positivity
  have he : 0 ≤ (-u ^ 2) ^ (2 * n) := (even_two_mul n).pow_nonneg _
  constructor
  · have h := pade_error hf hw (2 * n) u
    have := mul_nonneg he (hdef (2 * n) (optimal f w (2 * n) u))
    linarith
  · have h := pade_error hf hw (2 * n + 1) u
    have ho : (-u ^ 2) ^ (2 * n + 1) ≤ 0 := by
      rw [pow_succ]
      exact mul_nonpos_of_nonneg_of_nonpos he (neg_nonpos.mpr (sq_nonneg u))
    have := mul_nonpos_of_nonpos_of_nonneg ho (hdef (2 * n + 1) (optimal f w (2 * n + 1) u))
    linarith
```

Setting $n=0$ in that theorem gives the pair in its explicit form. The equations `e0` and `e1` unfold $P_0$ and $P_1$ into moments.

```lean
/-- The lowest pair of bounds, written with the first three Cauchy moments. -/
theorem polarizability_bounds [Nonempty ι] (hf : ∀ i, 0 < f i) (hw : ∀ i, 0 < w i) (u : ℝ) :
    moment f w 0 ^ 2 / (moment f w 0 + moment f w 1 * u ^ 2) ≤ polarizability f w u ∧
      polarizability f w u ≤ moment f w 0 -
        u ^ 2 * moment f w 1 ^ 2 / (moment f w 1 + moment f w 2 * u ^ 2) := by
  have h := pade_bounds hf hw 0 u
  have e0 : pade f w (2 * 0) u =
      moment f w 0 ^ 2 / (moment f w 0 + moment f w 1 * u ^ 2) := by simp [pade]
  have e1 : pade f w (2 * 0 + 1) u = moment f w 0 -
      u ^ 2 * moment f w 1 ^ 2 / (moment f w 1 + moment f w 2 * u ^ 2) := by
    simp only [pade, mul_zero, zero_add, Finset.sum_range_one, pow_zero, pow_one, one_mul,
      one_add_one_eq_two]
    ring
  rwa [e0, e1] at h
```

**Q:** Are these bounds ever attained, other than at $u=0$, where everything equals $m_0$?

**A:** Yes, exactly when all transition frequencies coincide. For $u\neq0$ the factor $(-u^2)^n$ is nonzero, so $P_n$ is exact only if $\Delta_n(c_n)=0$. Every weight $p_i$ is positive, so every square vanishes and $c_n(1+u^2/w_i^2)=1$ for all $i$. Multiplying by $w_i^2$ gives

$$c_nu^2=(1-c_n)w_i^2,$$

which is `key`. The left side is nonzero, so $1-c_n\ne0$. All $w_i^2$ are therefore equal, and so are the positive $w_i$.

Conversely, if all frequencies equal $w$, then $m_{n+1}=m_n/w^2$. This gives $c_n=1/(1+u^2/w^2)$, and every square is zero. A single transition is the simplest case, and several degenerate ones behave in the same way.

```lean
/-- At nonzero imaginary frequency an approximant of any order is exact if and only if all
transition frequencies coincide. -/
theorem pade_exact_iff [Nonempty ι] (hf : ∀ i, 0 < f i) (hw : ∀ i, 0 < w i) (n : ℕ)
    {u : ℝ} (hu : u ≠ 0) :
    polarizability f w u = pade f w n u ↔ ∀ i j, w i = w j := by
  have hM := moment_pos hf hw n
  have hN := moment_pos hf hw (n + 1)
  have hD : 0 < moment f w n + moment f w (n + 1) * u ^ 2 := by positivity
  have hu2 : u ^ 2 ≠ 0 := pow_ne_zero 2 hu
  have hc : optimal f w n u ≠ 0 := (div_pos hM hD).ne'
  rw [← sub_eq_zero, pade_error hf hw n u, mul_eq_zero,
    or_iff_right (pow_ne_zero n (neg_ne_zero.mpr hu2))]
  constructor
  · intro h i j
    -- a vanishing sum of squares forces every square to vanish
    have key : ∀ i, optimal f w n u * u ^ 2 = (1 - optimal f w n u) * w i ^ 2 := by
      intro i
      have hi := (Finset.sum_eq_zero_iff_of_nonneg (fun i _ => by
        have := hf i
        have := hw i
        positivity)).mp h i (Finset.mem_univ i)
      have hp : f i / (w i ^ (2 * n) * (w i ^ 2 + u ^ 2)) ≠ 0 := by
        have := hf i
        have := hw i
        positivity
      have e := pow_eq_zero_iff (two_ne_zero) |>.mp ((mul_eq_zero.mp hi).resolve_left hp)
      have hd : u ^ 2 / w i ^ 2 * w i ^ 2 = u ^ 2 :=
        div_mul_cancel₀ _ (pow_ne_zero 2 (hw i).ne')
      linear_combination (-(w i ^ 2)) * e - optimal f w n u * hd
    have hne : 1 - optimal f w n u ≠ 0 := by
      intro h0
      have hi := key i
      rw [h0, zero_mul] at hi
      exact mul_ne_zero hc hu2 hi
    exact (sq_eq_sq₀ (hw i).le (hw j).le).mp
      (mul_left_cancel₀ hne ((key i).symm.trans (key j)))
  · intro h
    refine Finset.sum_eq_zero fun i _ => ?_
    -- with a single frequency, successive moments differ by the factor 1 / w²
    have hr : moment f w (n + 1) = moment f w n / w i ^ 2 := by
      unfold moment
      rw [Finset.sum_div]
      refine Finset.sum_congr rfl fun j _ => ?_
      have e : w i ^ (2 * (n + 1) + 2) = w i ^ (2 * n + 2) * w i ^ 2 := by ring
      rw [h j i, div_div, e]
    have hq : optimal f w n u * (1 + u ^ 2 / w i ^ 2) = 1 := by
      have e : moment f w n * (1 + u ^ 2 / w i ^ 2)
          = moment f w n + moment f w (n + 1) * u ^ 2 := by
        rw [hr]
        ring
      unfold optimal
      rw [div_mul_eq_mul_div, e, div_self hD.ne']
    rw [hq]
    simp

end

end ImaginaryFrequencyPade
```

```lean
#print axioms ImaginaryFrequencyPade.polarizability_bounds
-- 'ImaginaryFrequencyPade.polarizability_bounds' depends on axioms: [propext, Classical.choice, Quot.sound]
#print axioms ImaginaryFrequencyPade.pade_exact_iff
-- 'ImaginaryFrequencyPade.pade_exact_iff' depends on axioms: [propext, Classical.choice, Quot.sound]
```

**Q:** A real atom has an ionization continuum. What would change if you had modelled that?

**A:** The list would become a positive measure $\mu$ on frequencies, with

$$a(u)=\int\frac{d\mu(w)}{w^2+u^2},\qquad m_k=\int\frac{d\mu(w)}{w^{2k+2}}.$$

Discrete lines and the continuum would then be treated together. The price is an assumption that the moments in use are finite, which follows from a finite total strength and a lowest excitation frequency above zero. The algebra inside the sums would move under the integrals, and the equality condition would say that $\mu$ is concentrated at a single frequency. The finite version avoids integrability questions, and it matches response calculations in a finite basis whenever these produce a sum of this form with real, positive transition frequencies and positive strengths.

**Q:** Where would I meet $a(u)$ in practice?

**A:** In the Casimir–Polder integral for $C_6$, the leading dispersion coefficient between two atoms, which contains the product of their dipole polarizabilities. For a finite positive spectrum, three moments bracket each factor at every $u$. The upper bound levels off at $m_0-m_1^2/m_2$ for large $u$, which is positive unless all frequencies coincide, so using it for both factors over the whole range does not in general give a finite bound on the integral.
